# Closed-form magnetoconductivity for independent valleys with positive definite mass tensors

I describe each valley of a semiconductor by a constant positive definite mass tensor M and a single relaxation time τ, and I take the drift velocity v to be whatever solves the steady-state force balance

Mv/τ = q(E + v × B).

With C(b) the matrix that sends v to b × v, and b = qτB, solving for v means inverting M + C(b). I believe that

det(M + C(b)) = det M + ⟨b,Mb⟩,

(M + C(b))⁻¹ = (adj M + bbᵀ − C(Mb)) / (det M + ⟨b,Mb⟩).

Can this be derived cleanly and machine-checked, together with the conductivity that follows from it?

## From the cross-product matrix to the conductivity

Yes. For 3×3 matrices,

det(M + C) = det M + tr(adj(M) C) + tr(M adj(C)) + det C.

For C = C(b), the second term vanishes because adj M is symmetric and C antisymmetric. Also det C = 0 and adj C = bbᵀ, so the third term is ⟨b,Mb⟩.

For the inverse, multiply M + C(b) by the proposed numerator:

det M · I + M bbᵀ − M C(Mb) + C(b) adj M + C(b)bbᵀ − C(b)C(Mb).

Here C(b)b = 0, and b × (w × v) = w(b·v) − v(b·w) with w = Mb gives

C(b)C(Mb) = M bbᵀ − ⟨b,Mb⟩ I.

Since M is symmetric, x·M(Mb × My) = (Mx)·(Mb × My) = det(Mx, Mb, My) = det M · x·(b × y) for all x and y, so M C(Mb) M = det M · C(b). Multiplying on the right by adj M and dividing by det M > 0 yields M C(Mb) = C(b) adj M. What remains is (det M + ⟨b,Mb⟩) I. The factor is positive, since det M > 0 and ⟨b,Mb⟩ ≥ 0, so we may divide by it.

Multiplying the force balance by τ and using −v × B = B × v gives

(M + C(qτB))v = qτE, so v = qτ(M + C(qτB))⁻¹E.

With valley densities nᵢ, the current Σ nᵢq vᵢ equals σ(B)E, where

σ(B) = Σ nᵢq²τᵢ(Mᵢ + C(qτᵢB))⁻¹.

Since C(b)ᵀ = C(−b) and Mᵢ is symmetric, σ(−B) = σ(B)ᵀ, which is Onsager reciprocity for this model.

Finally, replace b by sb with b ≠ 0 and set t = 1/s:

(M + C(sb))⁻¹ = (t² adj M + bbᵀ − t C(Mb)) / (⟨b,Mb⟩ + t² det M).

As t → 0 this tends to bbᵀ/⟨b,Mb⟩. At fixed E, only the drift along the magnetic field survives; for unit b its inverse mass is 1/⟨b,Mb⟩.

## The Lean file

```lean
import Mathlib

open Matrix Filter Topology

namespace MultivalleyMagnetotransport

noncomputable section

/-- The cross-product matrix `C(b)` of a vector `b`. -/
def crossMat (b : Fin 3 → ℝ) : Matrix (Fin 3) (Fin 3) ℝ :=
  !![0, -b 2, b 1; b 2, 0, -b 0; -b 1, b 0, 0]

/-- Steady-state force balance in one valley: the friction `M v / τ` equals the Lorentz force
`q (E + v × B)`. -/
def ForceBalance (M : Matrix (Fin 3) (Fin 3) ℝ) (τ q : ℝ) (E B v : Fin 3 → ℝ) : Prop :=
  τ⁻¹ • (M *ᵥ v) = q • (E + (v ⨯₃ B))

/-- The conductivity tensor of a set of valleys with densities `n i`, relaxation times `τ i` and
mass tensors `M i` in the magnetic field `B`. -/
def conductivity {ι : Type*} [Fintype ι] (q : ℝ) (n τ : ι → ℝ)
    (M : ι → Matrix (Fin 3) (Fin 3) ℝ) (B : Fin 3 → ℝ) : Matrix (Fin 3) (Fin 3) ℝ :=
  ∑ i, (n i * q ^ 2 * τ i) • (M i + crossMat ((q * τ i) • B))⁻¹

/-- The matrix `C(b)` acts on a vector `v` as `b × v`. -/
theorem crossMat_mulVec (b v : Fin 3 → ℝ) : crossMat b *ᵥ v = b ⨯₃ v := by
  ext i
  fin_cases i <;>
    simp [crossMat, Matrix.mulVec, dotProduct, Fin.sum_univ_three, cross_apply] <;> ring

/-- For a symmetric mass tensor, `det (M + C(b)) = det M + ⟨b, M b⟩`. -/
theorem det_add_crossMat {M : Matrix (Fin 3) (Fin 3) ℝ} (hM : M.IsSymm) (b : Fin 3 → ℝ) :
    (M + crossMat b).det = M.det + b ⬝ᵥ (M *ᵥ b) := by
  have h1 : M 1 0 = M 0 1 := hM.apply 0 1
  have h2 : M 2 0 = M 0 2 := hM.apply 0 2
  have h3 : M 2 1 = M 1 2 := hM.apply 1 2
  rw [Matrix.det_fin_three, Matrix.det_fin_three]
  simp [crossMat, Matrix.mulVec, dotProduct, Fin.sum_univ_three, h1, h2, h3]
  ring

/-- For a symmetric mass tensor, `M + C(b)` times `adj M + b bᵀ - C(M b)` is the scalar matrix
`det M + ⟨b, M b⟩`. -/
theorem add_crossMat_mul {M : Matrix (Fin 3) (Fin 3) ℝ} (hM : M.IsSymm) (b : Fin 3 → ℝ) :
    (M + crossMat b) * (M.adjugate + vecMulVec b b - crossMat (M *ᵥ b)) =
      (M.det + b ⬝ᵥ (M *ᵥ b)) • (1 : Matrix (Fin 3) (Fin 3) ℝ) := by
  have h1 : M 1 0 = M 0 1 := hM.apply 0 1
  have h2 : M 2 0 = M 0 2 := hM.apply 0 2
  have h3 : M 2 1 = M 1 2 := hM.apply 1 2
  rw [Matrix.adjugate_fin_three, Matrix.det_fin_three]
  ext i j
  fin_cases i <;> fin_cases j <;>
    simp [Matrix.mul_apply, crossMat, Matrix.mulVec, dotProduct, Fin.sum_univ_three,
      Matrix.vecMulVec_apply, h1, h2, h3] <;> ring

/-- For a positive definite mass tensor, `det M + ⟨b, M b⟩` is positive, and the inverse of
`M + C(b)` is `adj M + b bᵀ - C(M b)` divided by it. -/
theorem inv_add_crossMat {M : Matrix (Fin 3) (Fin 3) ℝ} (hM : M.PosDef) (b : Fin 3 → ℝ) :
    0 < M.det + b ⬝ᵥ (M *ᵥ b) ∧
    (M + crossMat b)⁻¹ = (M.det + b ⬝ᵥ (M *ᵥ b))⁻¹ •
      (M.adjugate + vecMulVec b b - crossMat (M *ᵥ b)) := by
  have hs : M.IsSymm :=
    Matrix.IsSymm.ext fun i j => by simpa using hM.isHermitian.apply i j
  have h0 : 0 ≤ b ⬝ᵥ (M *ᵥ b) := by
    simpa using hM.posSemidef.dotProduct_mulVec_nonneg b
  have hpos : 0 < M.det + b ⬝ᵥ (M *ᵥ b) := by linarith [hM.det_pos]
  refine ⟨hpos, Matrix.inv_eq_right_inv ?_⟩
  rw [Matrix.mul_smul, add_crossMat_mul hs, smul_smul, inv_mul_cancel₀ hpos.ne', one_smul]

/-- The force balance in a valley has exactly one solution, the drift velocity
`v = q τ (M + C(q τ B))⁻¹ E`. -/
theorem forceBalance_iff {M : Matrix (Fin 3) (Fin 3) ℝ} (hM : M.PosDef) {τ : ℝ} (hτ : 0 < τ)
    (q : ℝ) (E B v : Fin 3 → ℝ) :
    ForceBalance M τ q E B v ↔
      v = (q * τ) • ((M + crossMat ((q * τ) • B))⁻¹ *ᵥ E) := by
  have hs : M.IsSymm :=
    Matrix.IsSymm.ext fun i j => by simpa using hM.isHermitian.apply i j
  have hu : IsUnit (M + crossMat ((q * τ) • B)).det := by
    rw [det_add_crossMat hs]
    exact (inv_add_crossMat hM _).1.ne'.isUnit
  have hx : crossMat ((q * τ) • B) *ᵥ v = -((q * τ) • (v ⨯₃ B)) := by
    ext i
    fin_cases i <;>
      simp [crossMat, Matrix.mulVec, dotProduct, Fin.sum_univ_three, cross_apply] <;> ring
  -- the magnetic force is moved to the side of the friction
  have hlin : ForceBalance M τ q E B v ↔
      (M + crossMat ((q * τ) • B)) *ᵥ v = (q * τ) • E := by
    unfold ForceBalance
    rw [inv_smul_eq_iff₀ hτ.ne', Matrix.add_mulVec, hx]
    constructor
    · intro h
      linear_combination (norm := module) h
    · intro h
      linear_combination (norm := module) h
  rw [hlin]
  constructor
  · intro h
    rw [← Matrix.mulVec_smul, ← h, Matrix.mulVec_mulVec, Matrix.nonsing_inv_mul _ hu,
      Matrix.one_mulVec]
  · intro h
    rw [h, Matrix.mulVec_smul, Matrix.mulVec_mulVec, Matrix.mul_nonsing_inv _ hu,
      Matrix.one_mulVec]

/-- If the carriers of every valley are in force balance, the total current density is the
conductivity tensor applied to the electric field. -/
theorem total_current {ι : Type*} [Fintype ι] (q : ℝ) (n τ : ι → ℝ)
    (M : ι → Matrix (Fin 3) (Fin 3) ℝ) (hM : ∀ i, (M i).PosDef) (hτ : ∀ i, 0 < τ i)
    (E B : Fin 3 → ℝ) (v : ι → Fin 3 → ℝ) (hv : ∀ i, ForceBalance (M i) (τ i) q E B (v i)) :
    ∑ i, (n i * q) • v i = conductivity q n τ M B *ᵥ E := by
  classical
  have hsum : ∀ (s : Finset ι) (f : ι → Matrix (Fin 3) (Fin 3) ℝ),
      (∑ i ∈ s, f i) *ᵥ E = ∑ i ∈ s, f i *ᵥ E := by
    intro s f
    induction s using Finset.induction_on with
    | empty => simp
    | insert a s ha ih =>
      rw [Finset.sum_insert ha, Finset.sum_insert ha, Matrix.add_mulVec, ih]
  unfold conductivity
  rw [hsum]
  refine Finset.sum_congr rfl fun i _ => ?_
  rw [(forceBalance_iff (hM i) (hτ i) q E B (v i)).1 (hv i), Matrix.smul_mulVec, smul_smul]
  congr 1
  ring

/-- Closed form of the multivalley conductivity tensor in an arbitrary magnetic field, with
`b = q τ B` in each valley. -/
theorem conductivity_eq {ι : Type*} [Fintype ι] (q : ℝ) (n τ : ι → ℝ)
    (M : ι → Matrix (Fin 3) (Fin 3) ℝ) (hM : ∀ i, (M i).PosDef) (B : Fin 3 → ℝ) :
    conductivity q n τ M B = ∑ i, let b := (q * τ i) • B
      (n i * q ^ 2 * τ i / ((M i).det + b ⬝ᵥ (M i *ᵥ b))) •
        ((M i).adjugate + vecMulVec b b - crossMat (M i *ᵥ b)) := by
  unfold conductivity
  refine Finset.sum_congr rfl fun i _ => ?_
  rw [(inv_add_crossMat (hM i) _).2, smul_smul, ← div_eq_mul_inv]

/-- Onsager reciprocity: reversing the magnetic field transposes the multivalley conductivity
tensor. -/
theorem conductivity_onsager {ι : Type*} [Fintype ι] (q : ℝ) (n τ : ι → ℝ)
    (M : ι → Matrix (Fin 3) (Fin 3) ℝ) (hM : ∀ i, (M i).IsSymm) (B : Fin 3 → ℝ) :
    conductivity q n τ M (-B) = (conductivity q n τ M B)ᵀ := by
  have hC : ∀ b : Fin 3 → ℝ, (crossMat b)ᵀ = crossMat (-b) := by
    intro b
    ext i j
    fin_cases i <;> fin_cases j <;> simp [crossMat]
  unfold conductivity
  rw [Matrix.transpose_sum]
  refine Finset.sum_congr rfl fun i _ => ?_
  rw [Matrix.transpose_smul, Matrix.transpose_nonsing_inv, Matrix.transpose_add, hC,
    (hM i).eq, smul_neg]

/-- Strong-field limit: as the field `s b` grows along a fixed direction, `(M + C(s b))⁻¹` tends
to `b bᵀ / ⟨b, M b⟩`. -/
theorem strong_field_limit {M : Matrix (Fin 3) (Fin 3) ℝ} (hM : M.PosDef) {b : Fin 3 → ℝ}
    (hb : b ≠ 0) :
    Tendsto (fun s : ℝ => (M + crossMat (s • b))⁻¹) atTop
      (𝓝 ((b ⬝ᵥ (M *ᵥ b))⁻¹ • vecMulVec b b)) := by
  have hd : 0 < b ⬝ᵥ (M *ᵥ b) := by simpa using hM.dotProduct_mulVec_pos hb
  have hD := hM.det_pos
  -- the closed form, written in the variable `t = 1 / s`
  let f : ℝ → Matrix (Fin 3) (Fin 3) ℝ := fun t =>
    (b ⬝ᵥ (M *ᵥ b) + t ^ 2 * M.det)⁻¹ •
      (t ^ 2 • M.adjugate + vecMulVec b b - t • crossMat (M *ᵥ b))
  have hf : ContinuousAt f 0 := by
    have hden : ContinuousAt (fun t : ℝ => b ⬝ᵥ (M *ᵥ b) + t ^ 2 * M.det) 0 := by fun_prop
    have hinv := hden.inv₀ (by simpa using hd.ne')
    have hnum : ContinuousAt (fun t : ℝ =>
        t ^ 2 • M.adjugate + vecMulVec b b - t • crossMat (M *ᵥ b)) 0 := by fun_prop
    have h := hinv.smul hnum
    exact h
  have hf0 : f 0 = (b ⬝ᵥ (M *ᵥ b))⁻¹ • vecMulVec b b := by simp [f]
  rw [← hf0]
  refine (hf.tendsto.comp tendsto_inv_atTop_zero).congr' ?_
  filter_upwards [eventually_gt_atTop (0 : ℝ)] with s hs
  have h1 : (s • b) ⬝ᵥ (M *ᵥ (s • b)) = s ^ 2 * (b ⬝ᵥ (M *ᵥ b)) := by
    rw [Matrix.mulVec_smul, smul_dotProduct, dotProduct_smul, smul_eq_mul, smul_eq_mul]
    ring
  have h2 : vecMulVec (s • b) (s • b) = s ^ 2 • vecMulVec b b := by
    ext i j
    simp only [Matrix.vecMulVec_apply, Matrix.smul_apply, Pi.smul_apply, smul_eq_mul]
    ring
  have h3 : crossMat (M *ᵥ (s • b)) = s • crossMat (M *ᵥ b) := by
    rw [Matrix.mulVec_smul]
    ext i j
    fin_cases i <;> fin_cases j <;> simp [crossMat]
  rw [(inv_add_crossMat hM _).2, h1, h2, h3]
  have hX : M.det + s ^ 2 * (b ⬝ᵥ (M *ᵥ b)) ≠ 0 := by positivity
  have he : (b ⬝ᵥ (M *ᵥ b) + s⁻¹ ^ 2 * M.det)⁻¹ =
      s ^ 2 * (M.det + s ^ 2 * (b ⬝ᵥ (M *ᵥ b)))⁻¹ := by
    have h : b ⬝ᵥ (M *ᵥ b) + s⁻¹ ^ 2 * M.det =
        (M.det + s ^ 2 * (b ⬝ᵥ (M *ᵥ b))) / s ^ 2 := by
      field_simp
      try ring
    rw [h, inv_div, div_eq_mul_inv]
  simp only [Function.comp_apply, f]
  rw [he]
  ext i j
  simp only [Matrix.smul_apply, Matrix.add_apply, Matrix.sub_apply, smul_eq_mul]
  field_simp
  try ring

end

end MultivalleyMagnetotransport
```

```lean
#print axioms MultivalleyMagnetotransport.total_current
-- 'MultivalleyMagnetotransport.total_current' depends on axioms: [propext, Classical.choice, Quot.sound]
#print axioms MultivalleyMagnetotransport.conductivity_eq
-- 'MultivalleyMagnetotransport.conductivity_eq' depends on axioms: [propext, Classical.choice, Quot.sound]
#print axioms MultivalleyMagnetotransport.conductivity_onsager
-- 'MultivalleyMagnetotransport.conductivity_onsager' depends on axioms: [propext, Classical.choice, Quot.sound]
#print axioms MultivalleyMagnetotransport.strong_field_limit
-- 'MultivalleyMagnetotransport.strong_field_limit' depends on axioms: [propext, Classical.choice, Quot.sound]
```

## What the theorems say about the valleys

Vectors are functions `Fin 3 → ℝ`, with components 0, 1, 2; `*ᵥ` applies a matrix, `⬝ᵥ` is the dot product and `⨯₃` the cross product. `PosDef` includes symmetry. The charge `q` is signed, and the force has its SI form.

`ForceBalance` is a relation, not a formula for v, so `forceBalance_iff` establishes existence and uniqueness of the drift velocity for τ > 0. `total_current` then covers any finite set of valleys, and `conductivity_eq` gives σ(B) explicitly.

`conductivity_onsager` assumes only symmetric tensors. Lean sets the inverse of a singular matrix to zero, so the physical reading needs invertible matrices, which positive definiteness supplies.

M is ħ² times the inverse of the band's curvature matrix (the second derivatives of the energy with respect to the wavevector) at the valley minimum, and τ describes momentum loss by scattering; both are inputs. Energy-dependent τ, transfer of drift momentum from one valley to another by scattering, nonparabolic bands and Landau quantisation are absent, so the strong-field limit is classical. Within this constant-τ, parabolic model, mass tensors from a band-structure calculation can be inserted directly into the closed form.

## How the proofs follow the algebra

`det_add_crossMat` and `add_crossMat_mul` replace the vector identities by components: symmetry identifies the off-diagonal entries of M, and `ring` checks the resulting polynomials. `inv_add_crossMat` proves positivity and uses the fact that a right inverse of a square matrix is its inverse.

In `forceBalance_iff`, `hx` turns v × B into the cross-product matrix, `hlin` obtains the linear equation, and the inverse solves it. `total_current` and `conductivity_eq` work valley by valley, while `conductivity_onsager` transposes each summand.

In `strong_field_limit`, `f` is the expression in t. It is continuous at 0, s⁻¹ tends to 0, and `f` at s⁻¹ agrees with the true inverse for every s > 0.
